# Doubly stochastic mixing of nonnegative populations never lowers their entropy

When a density matrix is available in an orthonormal basis that does not diagonalise it, one can put its diagonal elements into −Σ p log p and get an entropy without solving an eigenvalue problem. That number is an upper bound to the entropy of the eigenvalues, provided that the basis is finite and the eigenvalues are nonnegative. The bound holds because the diagonal elements are weighted averages of the eigenvalues, with weights that form a doubly stochastic matrix.

## Levels, populations and mixing

Let the levels be labelled by a finite set n, and let y_j be a real number attached to level j. A real matrix D is doubly stochastic if

D_ij ≥ 0,  Σ_j D_ij = 1 for every row i,  Σ_i D_ij = 1 for every column j.

Mixing replaces y by Dy, with components

(Dy)_i = Σ_j D_ij y_j.

The row index i belongs to the new values and the column index j to the old ones. In Lean, the condition on D is `D ∈ doublyStochastic ℝ n` and the mixed vector is `D *ᵥ y`. The levels form an arbitrary finite type, so no ordering by energy is assumed.

```lean
import Mathlib

open Matrix

namespace PopulationMixing

noncomputable section

variable {n : Type*} [Fintype n] [DecidableEq n]
```

## Column sums conserve the total

Exchanging the two finite sums gives

Σ_i (Dy)_i = Σ_i Σ_j D_ij y_j = Σ_j (Σ_i D_ij) y_j = Σ_j y_j.

Only the unit column sums are used. In the proof, `Finset.sum_comm` exchanges the sums, and `hcol j` replaces the sum over column j by 1. The statement places no sign condition on y, which allows it to be applied later to the numbers φ(y_j).

```lean
/-- Doubly stochastic mixing conserves the total population. -/
theorem sum_mixed {D : Matrix n n ℝ} (hD : D ∈ doublyStochastic ℝ n) (y : n → ℝ) :
    ∑ i, (D *ᵥ y) i = ∑ j, y j := by
  obtain ⟨_, _, hcol⟩ := mem_doublyStochastic_iff_sum.1 hD
  simp only [Matrix.mulVec, dotProduct]
  rw [Finset.sum_comm]
  refine Finset.sum_congr rfl fun j _ => ?_
  rw [← Finset.sum_mul, hcol j, one_mul]
```

## Jensen's inequality in each row

Let φ be convex on a set s of real numbers that contains every y_j. Row i of D supplies nonnegative weights with sum 1, so (Dy)_i is a weighted average of the y_j. It lies in s, because s is itself convex, and Jensen's inequality gives

φ((Dy)_i) = φ(Σ_j D_ij y_j) ≤ Σ_j D_ij φ(y_j).

The right-hand side is component i of D applied to the vector of values φ(y_j). The hypothesis `ConvexOn ℝ s φ` contains both the convexity of s and that of φ on s. Mathlib's `map_sum_le` is Jensen's inequality for finite sums, and the proof hands it the row `D i` as weights.

```lean
/-- Jensen's inequality for one level: a convex function of the mixed population is at most
the mixture of the function values. -/
theorem convex_mixed_le {D : Matrix n n ℝ} (hD : D ∈ doublyStochastic ℝ n)
    {s : Set ℝ} {φ : ℝ → ℝ} (hφ : ConvexOn ℝ s φ) {y : n → ℝ} (hy : ∀ j, y j ∈ s) (i : n) :
    φ ((D *ᵥ y) i) ≤ (D *ᵥ fun j => φ (y j)) i := by
  obtain ⟨hpos, hrow, _⟩ := mem_doublyStochastic_iff_sum.1 hD
  exact hφ.map_sum_le (t := Finset.univ) (w := D i) (p := y)
    (fun j _ => hpos i j) (hrow i) (fun j _ => hy j)
```

Summing over i and applying conservation of the total to the vector φ(y_j) gives

Σ_i φ((Dy)_i) ≤ Σ_i Σ_j D_ij φ(y_j) = Σ_j φ(y_j).

The Lean proof is this chain: `Finset.sum_le_sum` adds the row inequalities, and `trans_eq` attaches the final equality.

```lean
/-- Doubly stochastic mixing cannot raise the sum of a convex function over the levels. -/
theorem sum_convex_mixed_le {D : Matrix n n ℝ} (hD : D ∈ doublyStochastic ℝ n)
    {s : Set ℝ} {φ : ℝ → ℝ} (hφ : ConvexOn ℝ s φ) {y : n → ℝ} (hy : ∀ j, y j ∈ s) :
    ∑ i, φ ((D *ᵥ y) i) ≤ ∑ j, φ (y j) :=
  (Finset.sum_le_sum fun i _ => convex_mixed_le hD hφ hy i).trans_eq
    (sum_mixed hD fun j => φ (y j))
```

## When nothing changes

Suppose that φ is strictly convex. The two ends of the chain agree exactly when the row inequalities have equal sums. Since each left-hand side is at most its right-hand side, this happens only if every row inequality is an equality. Strict convexity makes Jensen's inequality an equality in row i exactly when all values with nonzero weight coincide with their average:

D_ij ≠ 0 implies y_j = (Dy)_i.

In the proof, `Finset.sum_eq_sum_iff_of_le` passes from the sums to the individual rows, and `key` holds the equality case of Jensen's inequality for each row. The two bullets translate between these row statements and the condition on all pairs i, j.

```lean
/-- For a strictly convex function the sum is unchanged exactly when every mixed value equals
each of the original values that enter it with nonzero weight. -/
theorem sum_strictConvex_mixed_eq_iff {D : Matrix n n ℝ} (hD : D ∈ doublyStochastic ℝ n)
    {s : Set ℝ} {φ : ℝ → ℝ} (hφ : StrictConvexOn ℝ s φ) {y : n → ℝ} (hy : ∀ j, y j ∈ s) :
    ∑ i, φ ((D *ᵥ y) i) = ∑ j, φ (y j) ↔ ∀ i j, D i j ≠ 0 → y j = (D *ᵥ y) i := by
  obtain ⟨hpos, hrow, _⟩ := mem_doublyStochastic_iff_sum.1 hD
  have hs : ∑ i, (D *ᵥ fun j => φ (y j)) i = ∑ j, φ (y j) := sum_mixed hD _
  -- equality of the sums forces equality in Jensen's inequality for every row
  rw [← hs, Finset.sum_eq_sum_iff_of_le fun i _ => convex_mixed_le hD hφ.convexOn hy i]
  have key := fun i => hφ.map_sum_eq_iff' (t := Finset.univ) (w := D i) (p := y)
    (fun j _ => hpos i j) (hrow i) (fun j _ => hy j)
  constructor
  · intro h i j hij
    exact (key i).1 (h i (Finset.mem_univ i)) j (Finset.mem_univ j) hij
  · intro h i _
    exact (key i).2 fun j _ hij => h i j hij
```

## Convex functions detect double stochasticity

The inequality also characterises the matrix. Suppose that a real matrix D satisfies Σ_i φ((Dy)_i) ≤ Σ_j φ(y_j) for every φ convex on the whole real line and every real vector y. Let e_j be the vector with 1 in position j and 0 elsewhere, so that D e_j is column j of D. Three tests recover the three conditions.

First, take φ(t) = max(−t, 0) and y = e_j. No component of e_j is negative, hence

Σ_k max(−D_kj, 0) ≤ 0.

Every term is nonnegative, so each one vanishes and D_ij ≥ 0.

Second, take φ(t) = (t − 1)² and let every component of y be 1. Then (Dy)_k is the row sum r_k = Σ_j D_kj, and

Σ_k (r_k − 1)² ≤ 0.

Every row sum is therefore 1.

Third, take φ(t) = t and φ(t) = −t with y = e_j. The two inequalities are

Σ_k D_kj ≤ 1 and −Σ_k D_kj ≤ −1,

so every column sum is 1.

The three main bullets of the proof follow this order, and `hs` identifies D e_j with column j. Each test function also needs a proof of convexity. For the square, with weights a and b = 1 − a, it comes from

a(x − 1)² + b(y − 1)² − (ax + by − 1)² = ab(x − y)² ≥ 0,

where x and y are two real numbers; the term ab(x − y)² is the hint given to `nlinarith`.

The theorem tests one given matrix on all vectors. It does not construct a doubly stochastic matrix that connects two given vectors.

```lean
/-- A real matrix is doubly stochastic exactly when it never raises the sum of any convex
function on the real line, whatever vector it acts on. -/
theorem doublyStochastic_iff_sum_convex_le (D : Matrix n n ℝ) :
    D ∈ doublyStochastic ℝ n ↔
      ∀ φ : ℝ → ℝ, ConvexOn ℝ Set.univ φ → ∀ y : n → ℝ,
        ∑ i, φ ((D *ᵥ y) i) ≤ ∑ j, φ (y j) := by
  refine ⟨fun hD φ hφ y => sum_convex_mixed_le hD hφ fun _ => Set.mem_univ _, fun H => ?_⟩
  have hs : ∀ i j, (D *ᵥ (Pi.single j 1 : n → ℝ)) i = D i j := by
    intro i j
    simp [Matrix.mulVec, dotProduct, Pi.single_apply]
  refine mem_doublyStochastic_iff_sum.2 ⟨fun i j => ?_, fun i => ?_, fun j => ?_⟩
  · -- the negative part of a unit vector vanishes, hence so does that of each column
    have hc : ConvexOn ℝ Set.univ (fun t : ℝ => max (-t) 0) := by
      refine ⟨convex_univ, fun x _ y _ a b ha hb _ => ?_⟩
      simp only [smul_eq_mul]
      apply max_le
      · nlinarith [mul_le_mul_of_nonneg_left (le_max_left (-x) 0) ha,
          mul_le_mul_of_nonneg_left (le_max_left (-y) 0) hb]
      · positivity
    have h := H _ hc (Pi.single j 1)
    simp only [hs] at h
    have h0 : ∑ k, max (-(Pi.single j 1 : n → ℝ) k) 0 = 0 := by
      refine Finset.sum_eq_zero fun k _ => max_eq_right ?_
      rw [Pi.single_apply]
      split_ifs <;> norm_num
    have h1 : max (-D i j) 0 ≤ ∑ k, max (-D k j) 0 :=
      Finset.single_le_sum (f := fun k => max (-D k j) 0)
        (fun k _ => le_max_right _ _) (Finset.mem_univ i)
    have h2 : -D i j ≤ max (-D i j) 0 := le_max_left _ _
    linarith
  · -- the variance-like function (t - 1)² on the constant vector fixes the row sums
    have hc : ConvexOn ℝ Set.univ (fun t : ℝ => (t - 1) ^ 2) := by
      refine ⟨convex_univ, fun x _ y _ a b ha hb hab => ?_⟩
      obtain rfl : b = 1 - a := by linarith
      simp only [smul_eq_mul]
      nlinarith [mul_nonneg (mul_nonneg ha hb) (sq_nonneg (x - y))]
    have h := H _ hc (fun _ => 1)
    have hr : ∀ k, (D *ᵥ fun _ => (1 : ℝ)) k = ∑ j, D k j := by
      intro k
      simp [Matrix.mulVec, dotProduct]
    simp only [hr, sub_self, ne_eq, OfNat.ofNat_ne_zero, not_false_eq_true, zero_pow,
      Finset.sum_const_zero] at h
    have h1 := Finset.single_le_sum (f := fun k => (∑ j, D k j - 1) ^ 2)
      (fun k _ => sq_nonneg _) (Finset.mem_univ i)
    have h2 : (∑ j, D i j - 1) ^ 2 = 0 := le_antisymm (h1.trans h) (sq_nonneg _)
    linarith [pow_eq_zero_iff (two_ne_zero) |>.1 h2]
  · -- the two linear functions t and -t fix the column sums
    have h1 := H (fun t => t) (convexOn_id convex_univ) (Pi.single j 1)
    have h2 := H (fun t => -t) ⟨convex_univ, fun x _ y _ a b _ _ _ =>
      le_of_eq (by simp only [smul_eq_mul]; ring)⟩ (Pi.single j 1)
    have h3 : ∑ k, (Pi.single j 1 : n → ℝ) k = 1 := by simp [Pi.single_apply]
    simp only [hs, Finset.sum_neg_distrib] at h1 h2
    linarith
```

## Entropy of the populations

For populations p_i ≥ 0, define

S(p) = −Σ_i p_i log p_i,

with the natural logarithm and Boltzmann's constant set to 1. Lean's `Real.log 0` is 0, so an empty level contributes 0, in agreement with the limit of t log t as t → 0.

The populations need not sum to 1. If their total is N > 0 and q = p/N, then

S(p) = N S(q) − N log N.

Mixing conserves N, so comparing S before and after mixing is equivalent to comparing the entropies of the normalised populations.

```lean
/-- The entropy `-∑ p log p` of nonnegative populations, with `0 log 0 = 0`. -/
def entropy (p : n → ℝ) : ℝ := -∑ i, p i * Real.log (p i)
```

The function φ(t) = t log t has second derivative 1/t > 0 for t > 0 and is continuous at 0, so it is convex on the half-line t ≥ 0. Since S is minus the sum of φ, the convex inequality changes direction:

S(Dp) = −Σ_i φ((Dp)_i) ≥ −Σ_j φ(p_j) = S(p).

Mathlib supplies the convexity as `Real.convexOn_mul_log`, and `neg_le_neg` reverses the inequality. The hypothesis `hp` places the populations on the half-line.

Unit column sums alone, which express conservation of probability, would not be enough. Take two levels and the matrix with rows (1, 1) and (0, 0), which sends everything to the first level. Its columns sum to 1, but its rows sum to 2 and 0. It turns (1/2, 1/2) into (1, 0), and the entropy falls from log 2 to 0, as it does when an excited level decays completely into the ground state.

```lean
/-- Doubly stochastic mixing of nonnegative populations cannot lower the entropy. -/
theorem entropy_le_mixed {D : Matrix n n ℝ} (hD : D ∈ doublyStochastic ℝ n)
    {p : n → ℝ} (hp : ∀ j, 0 ≤ p j) : entropy p ≤ entropy (D *ᵥ p) :=
  neg_le_neg (sum_convex_mixed_le hD Real.convexOn_mul_log hp)
```

The function t log t is strictly convex on the same half-line, so the earlier equality condition applies with y = p: the entropy is unchanged exactly when each new population equals all the old populations that contribute to it.

With a single level, D = (1) and nothing changes. With two levels, every doubly stochastic matrix has rows (1 − c, c) and (c, 1 − c) with 0 ≤ c ≤ 1. Acting on (1, 0), it gives (1 − c, c), whose entropy is

−(1 − c) log(1 − c) − c log c.

This is 0 at c = 0 and c = 1, where the levels are kept or exchanged, and log 2 at c = 1/2. For 0 < c < 1 all four weights are nonzero, so only equal initial populations keep their entropy.

```lean
/-- Mixing leaves the entropy unchanged exactly when each new population equals all the old
populations that contribute to it. -/
theorem entropy_mixed_eq_iff {D : Matrix n n ℝ} (hD : D ∈ doublyStochastic ℝ n)
    {p : n → ℝ} (hp : ∀ j, 0 ≤ p j) :
    entropy (D *ᵥ p) = entropy p ↔ ∀ i j, D i j ≠ 0 → p j = (D *ᵥ p) i :=
  neg_inj.trans (sum_strictConvex_mixed_eq_iff hD Real.strictConvexOn_mul_log hp)
```

## A unitary change of basis as the source of mixing

Let column j of U hold the components of eigenstate j of the density matrix in the chosen orthonormal basis. The probability of finding eigenstate j in basis state i is

D_ij = |U_ij|².

The definition uses `Complex.normSq`, which is the squared modulus as a real number.

```lean
/-- The real matrix of the squared moduli `|U i j|²` of the entries of a complex matrix `U`. -/
def transitionMatrix (U : Matrix n n ℂ) : Matrix n n ℝ :=
  Matrix.of fun i j => Complex.normSq (U i j)
```

These probabilities are nonnegative. With U† for the conjugate transpose, the diagonal elements of UU† = 1 and U†U = 1 are

Σ_j |U_ij|² = 1 and Σ_i |U_ij|² = 1,

which are the row and column conditions. The proof reads off the same diagonal elements with `congrFun`. The resulting equations are between complex numbers, and `exact_mod_cast` returns them to the reals.

```lean
/-- The transition probabilities of a unitary change of basis are doubly stochastic. -/
theorem transitionMatrix_mem {U : Matrix n n ℂ} (hU : U ∈ Matrix.unitaryGroup n ℂ) :
    transitionMatrix U ∈ doublyStochastic ℝ n := by
  refine mem_doublyStochastic_iff_sum.2
    ⟨fun i j => Complex.normSq_nonneg _, fun i => ?_, fun j => ?_⟩
  · have h := congrFun (congrFun (Matrix.mem_unitaryGroup_iff.1 hU) i) i
    rw [Matrix.mul_apply, Matrix.one_apply_eq] at h
    have h' : ((∑ j, Complex.normSq (U i j) : ℝ) : ℂ) = 1 := by
      rw [Complex.ofReal_sum]
      exact (Finset.sum_congr rfl fun j _ => (Complex.mul_conj (U i j)).symm).trans h
    exact_mod_cast h'
  · have h := congrFun (congrFun (Matrix.mem_unitaryGroup_iff'.1 hU) j) j
    rw [Matrix.mul_apply, Matrix.one_apply_eq] at h
    have h' : ((∑ i, Complex.normSq (U i j) : ℝ) : ℂ) = 1 := by
      rw [Complex.ofReal_sum]
      exact (Finset.sum_congr rfl fun i _ => Complex.normSq_eq_conj_mul_self).trans h
    exact_mod_cast h'
```

Now let the density matrix be ρ = U diag(p) U†, with eigenvalues p_j ≥ 0. Its diagonal elements are

ρ_ii = Σ_j U_ij p_j U_ij* = Σ_j |U_ij|² p_j = (Dp)_i,

and therefore S(p) ≤ S(ρ_11, ρ_22, …). In Lean, `Uᴴ` is U†, and `.re` turns the diagonal elements, which are real in value but complex in type, into real numbers. The step `h` proves the displayed identity by expanding real and imaginary parts; the entropy inequality for doubly stochastic mixing then finishes the proof.

The theorem takes the factorised form of ρ as given. It compares the eigenvalues with populations read in another basis and does not describe an entropy increase under unitary time evolution, which leaves the eigenvalues unchanged. Nonorthogonal atomic orbitals are not covered, because the matrix U would then not be unitary. For a one-particle density matrix of fermions, S(p) also lacks the contribution −Σ (1 − p_i) log(1 − p_i) of the empty states that enters the entropy of independent fermions.

```lean
/-- The diagonal of the density matrix `U diag(p) U†` has at least the entropy of the
populations `p`, for every unitary `U`. -/
theorem entropy_le_diagonal {U : Matrix n n ℂ} (hU : U ∈ Matrix.unitaryGroup n ℂ)
    {p : n → ℝ} (hp : ∀ j, 0 ≤ p j) :
    entropy p ≤
      entropy fun i => ((U * Matrix.diagonal (fun j => (p j : ℂ)) * Uᴴ) i i).re := by
  -- the diagonal elements are the populations mixed by the transition probabilities
  have h : (fun i => ((U * Matrix.diagonal (fun j => (p j : ℂ)) * Uᴴ) i i).re)
      = transitionMatrix U *ᵥ p := by
    funext i
    change _ = ∑ j, transitionMatrix U i j * p j
    rw [Matrix.mul_apply, Complex.re_sum]
    refine Finset.sum_congr rfl fun j _ => ?_
    rw [Matrix.mul_diagonal, Matrix.conjTranspose_apply]
    simp only [transitionMatrix, Matrix.of_apply, Complex.normSq_apply, Complex.mul_re,
      Complex.mul_im, Complex.ofReal_re, Complex.ofReal_im, Complex.star_def,
      Complex.conj_re, Complex.conj_im]
    ring
  rw [h]
  exact entropy_le_mixed (transitionMatrix_mem hU) hp

end

end PopulationMixing
```

```lean
#print axioms PopulationMixing.doublyStochastic_iff_sum_convex_le
#print axioms PopulationMixing.entropy_le_mixed
#print axioms PopulationMixing.entropy_mixed_eq_iff
#print axioms PopulationMixing.entropy_le_diagonal
```

```
'PopulationMixing.doublyStochastic_iff_sum_convex_le' depends on axioms: [propext, Classical.choice, Quot.sound]
'PopulationMixing.entropy_le_mixed' depends on axioms: [propext, Classical.choice, Quot.sound]
'PopulationMixing.entropy_mixed_eq_iff' depends on axioms: [propext, Classical.choice, Quot.sound]
'PopulationMixing.entropy_le_diagonal' depends on axioms: [propext, Classical.choice, Quot.sound]
```
